# Norm bounds for a sweep of Givens rotations with rounded coefficients

## Definitions and conventions

Let $x$ be a real vector with components $x_i$, where $i$ runs over a finite index set. In an orbital calculation $x$ may hold the coefficients of one orbital in a finite orthonormal basis. The index set is the type `n` in Lean, and a vector is a function `n → ℝ`.

```lean
import Mathlib

open Matrix

namespace GivensSweepRounding

noncomputable section

variable {n : Type*} [Fintype n] [DecidableEq n]
```

A rounded Givens rotation $G$ is given by two distinct indices $p \neq q$ and two real numbers $c$ and $s$. These stand for the computed cosine and sine of an angle. No angle is stored and $c^2+s^2=1$ is not required, so the two numbers may carry independent rounding errors.

```lean
/-- A rounded Givens rotation: two distinct indices and two real numbers `c`, `s` standing for the
computed cosine and sine. -/
structure PlaneRotation (n : Type*) where
  p : n
  q : n
  ne : p ≠ q
  c : ℝ
  s : ℝ
```

The matrix of $G$ is the identity except in the rows and columns $p$ and $q$, where it has the block

$$\begin{pmatrix} c & -s \\ s & c \end{pmatrix},$$

with $p$ first and $q$ second. This fixes the sign convention for $s$.

```lean
/-- The matrix of a rounded rotation: the identity except for the plane block with
rows `(c, -s)` and `(s, c)`. -/
def PlaneRotation.toMatrix (g : PlaneRotation n) : Matrix n n ℝ :=
  Matrix.of fun i j =>
    if i = g.p then (if j = g.p then g.c else if j = g.q then -g.s else 0)
    else if i = g.q then (if j = g.p then g.s else if j = g.q then g.c else 0)
    else if i = j then 1 else 0
```

The defect $\delta = c^2+s^2-1$ measures how far the block is from a true rotation. It vanishes for an exact cosine and sine.

```lean
/-- The normalisation defect `c² + s² - 1` of a rounded rotation. -/
def PlaneRotation.defect (g : PlaneRotation n) : ℝ := g.c ^ 2 + g.s ^ 2 - 1
```

A sweep is a list of rotations $G_1,\dots,G_m$ with product $U = G_m\cdots G_1$. The head of the list is $G_1$, which acts first. The empty list gives the identity.

```lean
/-- The product `G_m ⋯ G_1` of a list of rotations; the head of the list acts first. -/
def sweep : List (PlaneRotation n) → Matrix n n ℝ
  | [] => 1
  | g :: L => sweep L * g.toMatrix
```

The squared norm is $\|x\|^2=\sum_i x_i^2$, written `sqNorm x`. All the bounds below are for this square, not for the norm itself.

```lean
/-- The squared Euclidean norm of a real vector. -/
def sqNorm (x : n → ℝ) : ℝ := ∑ i, x i ^ 2
```

The accuracy of the coefficients enters as a hypothesis: a number $e$ with $|\delta_k|\le e$ for every rotation $G_k$ in the sweep. It represents the quality of the routine that computes $c$ and $s$, and is not derived here from a model of floating-point numbers. The matrix products are taken in exact real arithmetic, so the rounding of the multiplications and additions in a running program is a separate source of error.

## (a) Components of the rotated vector

Find the components of $Gx$ inside and outside the rotation plane.

Row $p$ of $G$ has only two entries that can be non-zero, $c$ in column $p$ and $-s$ in column $q$. Row $q$ has $s$ and $c$ in the same columns. Every other row is a row of the identity. Therefore

$$(Gx)_p = c\,x_p - s\,x_q,\qquad (Gx)_q = s\,x_p + c\,x_q,\qquad (Gx)_i = x_i \quad (i\ne p,q).$$

In code this is an update of two numbers. If $x_p$ is overwritten first, the formula for the new $x_q$ still refers to the old value of $x_p$.

The theorem `rotation_components` states the three formulas together. For rows $p$ and $q$, the auxiliary statement `h` writes each summand $G_{pj}x_j$ or $G_{qj}x_j$ as one term present only at $j=p$ plus one present only at $j=q$, and the sum over $j$ then collapses to two terms.

```lean
/-- A rounded rotation acts on the two plane components by its block and leaves
all other components unchanged. -/
theorem rotation_components (g : PlaneRotation n) (x : n → ℝ) :
    (g.toMatrix *ᵥ x) g.p = g.c * x g.p - g.s * x g.q ∧
    (g.toMatrix *ᵥ x) g.q = g.s * x g.p + g.c * x g.q ∧
    ∀ i, i ≠ g.p → i ≠ g.q → (g.toMatrix *ᵥ x) i = x i := by
  have hne := g.ne
  have hne' := g.ne.symm
  refine ⟨?_, ?_, ?_⟩
  · have h : ∀ j, g.toMatrix g.p j * x j =
        (if j = g.p then g.c * x g.p else 0) + (if j = g.q then -g.s * x g.q else 0) := by
      intro j
      by_cases hp : j = g.p
      · simp [PlaneRotation.toMatrix, hp, hne]
      · by_cases hq : j = g.q
        · simp [PlaneRotation.toMatrix, hq, hne']
        · simp [PlaneRotation.toMatrix, hp, hq]
    change ∑ j, g.toMatrix g.p j * x j = _
    rw [Finset.sum_congr rfl (fun j _ => h j), Finset.sum_add_distrib,
      Finset.sum_ite_eq', Finset.sum_ite_eq', if_pos (Finset.mem_univ _),
      if_pos (Finset.mem_univ _)]
    ring
  · have h : ∀ j, g.toMatrix g.q j * x j =
        (if j = g.p then g.s * x g.p else 0) + (if j = g.q then g.c * x g.q else 0) := by
      intro j
      by_cases hp : j = g.p
      · simp [PlaneRotation.toMatrix, hp, hne, hne']
      · by_cases hq : j = g.q
        · simp [PlaneRotation.toMatrix, hq, hne']
        · simp [PlaneRotation.toMatrix, hp, hq, hne']
    change ∑ j, g.toMatrix g.q j * x j = _
    rw [Finset.sum_congr rfl (fun j _ => h j), Finset.sum_add_distrib,
      Finset.sum_ite_eq', Finset.sum_ite_eq', if_pos (Finset.mem_univ _),
      if_pos (Finset.mem_univ _)]
  · intro i hp hq
    simp [Matrix.mulVec, dotProduct, PlaneRotation.toMatrix, hp, hq]
```

## (b) Exact balance of the squared norm

Show that one rotation changes the squared norm by its defect times the weight $w = x_p^2+x_q^2$ of the vector in the plane.

Only the two plane components change. Their new squares add up to

$$(c x_p - s x_q)^2+(s x_p + c x_q)^2 = (c^2+s^2)(x_p^2+x_q^2),$$

because the cross terms $-2cs\,x_px_q$ and $+2cs\,x_px_q$ cancel. Subtracting the old weight $w$ leaves $(c^2+s^2-1)\,w$, so

$$\|Gx\|^2 = \|x\|^2 + \delta\, w.$$

The proof of `sqNorm_rotation` writes every squared component of $Gx$ as the old square plus a correction that is present only at $p$ or $q$. After summation and insertion of the formulas from (a), the final `ring` carries out the cancellation of the cross terms.

```lean
/-- One rounded rotation changes the squared norm by its defect times the weight of
the vector in the rotation plane. -/
theorem sqNorm_rotation (g : PlaneRotation n) (x : n → ℝ) :
    sqNorm (g.toMatrix *ᵥ x) = sqNorm x + g.defect * (x g.p ^ 2 + x g.q ^ 2) := by
  obtain ⟨h1, h2, h3⟩ := rotation_components g x
  -- only the two plane components contribute to the change
  have h : ∀ i, (g.toMatrix *ᵥ x) i ^ 2 = x i ^ 2 +
      ((if i = g.p then (g.toMatrix *ᵥ x) g.p ^ 2 - x g.p ^ 2 else 0) +
       (if i = g.q then (g.toMatrix *ᵥ x) g.q ^ 2 - x g.q ^ 2 else 0)) := by
    intro i
    by_cases hp : i = g.p
    · rw [hp, if_pos rfl, if_neg g.ne]
      ring
    · by_cases hq : i = g.q
      · rw [hq, if_neg g.ne.symm, if_pos rfl]
        ring
      · rw [if_neg hp, if_neg hq, h3 i hp hq]
        ring
  unfold sqNorm
  rw [Finset.sum_congr rfl (fun i _ => h i), Finset.sum_add_distrib,
    Finset.sum_add_distrib, Finset.sum_ite_eq', Finset.sum_ite_eq',
    if_pos (Finset.mem_univ _), if_pos (Finset.mem_univ _), h1, h2]
  unfold PlaneRotation.defect
  ring
```

## (c) Bounds for one rotation

Suppose $|\delta|\le e$. Show that $(1-e)\|x\|^2\le\|Gx\|^2\le(1+e)\|x\|^2$.

An absolute value is non-negative, so $e\ge 0$. The weight $w$ is a sum of two of the non-negative terms in $\|x\|^2$, hence $0\le w\le\|x\|^2$. Multiplying $-e\le\delta\le e$ by $w$ and then using $w\le\|x\|^2$ gives

$$-e\|x\|^2\le -e\,w\le \delta\, w\le e\,w\le e\|x\|^2.$$

Adding $\|x\|^2$ and using (b) yields the claim. No upper limit on $e$ is needed.

In `rotation_bounds`, `hN` is the inequality $w\le\|x\|^2$, and `h1`, `h2` and `h3` are the products used in the chain. `linarith` combines them.

```lean
/-- A rotation with defect at most `e` in magnitude scales the squared norm by a factor
between `1 - e` and `1 + e`. -/
theorem rotation_bounds (g : PlaneRotation n) {e : ℝ} (hg : |g.defect| ≤ e) (x : n → ℝ) :
    (1 - e) * sqNorm x ≤ sqNorm (g.toMatrix *ᵥ x) ∧
    sqNorm (g.toMatrix *ᵥ x) ≤ (1 + e) * sqNorm x := by
  have he : 0 ≤ e := (abs_nonneg _).trans hg
  have hw : 0 ≤ x g.p ^ 2 + x g.q ^ 2 := by positivity
  -- the weight in the plane is at most the whole squared norm
  have hN : x g.p ^ 2 + x g.q ^ 2 ≤ sqNorm x := by
    have h := Finset.sum_le_sum_of_subset_of_nonneg (f := fun i => x i ^ 2)
      (Finset.subset_univ {g.p, g.q}) (fun i _ _ => sq_nonneg (x i))
    rw [Finset.sum_pair g.ne] at h
    exact h
  have h1 := mul_le_mul_of_nonneg_right (abs_le.1 hg).1 hw
  have h2 := mul_le_mul_of_nonneg_right (abs_le.1 hg).2 hw
  have h3 := mul_le_mul_of_nonneg_left hN he
  rw [sqNorm_rotation]
  constructor <;> linarith
```

## (d) Bounds for a sweep

Let every defect in a sweep of $m$ rotations satisfy $|\delta_k|\le e$, with $e\le 1$. Show that

$$(1-e)^m\|x\|^2\le\|Ux\|^2\le(1+e)^m\|x\|^2.$$

For $m=0$ the sweep is the identity and all three expressions equal $\|x\|^2$. Now assume the bounds for every sweep of $m$ rotations and every vector, and take a sweep of $m+1$ rotations. Write $U=U'G_1$, where $U'$ contains the remaining $m$ rotations, and set $y=G_1x$. The assumption applied to $y$, followed by (c), gives

$$\|Ux\|^2=\|U'y\|^2\ge(1-e)^m\|y\|^2\ge(1-e)^{m+1}\|x\|^2,$$

$$\|Ux\|^2=\|U'y\|^2\le(1+e)^m\|y\|^2\le(1+e)^{m+1}\|x\|^2.$$

The second inequality of the first line multiplies (c) by $(1-e)^m$, which is non-negative because $e\le1$. Without this condition the lower bound can fail: for $e=3$ and two exact rotations it would demand $4\|x\|^2\le\|x\|^2$.

In `sweep_bounds` the number $m$ is `L.length`, and `hL` is the accuracy hypothesis for all members of the list. The induction runs over the list with `generalizing x`, since the assumption is needed for $y$ and not for $x$. The terms `c1` and `c2` are the bounds of (c) multiplied by the powers.

```lean
/-- After a sweep of `m` rounded rotations with defects at most `e ≤ 1` in magnitude, the
squared norm lies between `(1 - e)^m` and `(1 + e)^m` times its initial value. -/
theorem sweep_bounds (L : List (PlaneRotation n)) {e : ℝ} (he : e ≤ 1)
    (hL : ∀ g ∈ L, |g.defect| ≤ e) (x : n → ℝ) :
    (1 - e) ^ L.length * sqNorm x ≤ sqNorm (sweep L *ᵥ x) ∧
    sqNorm (sweep L *ᵥ x) ≤ (1 + e) ^ L.length * sqNorm x := by
  induction L generalizing x with
  | nil => simp [sweep]
  | cons g L ih =>
    have hg : |g.defect| ≤ e := hL g (by simp)
    have he0 : 0 ≤ e := (abs_nonneg _).trans hg
    obtain ⟨a1, a2⟩ := rotation_bounds g hg x
    -- the remaining rotations act on the already rotated vector
    obtain ⟨b1, b2⟩ := ih (fun k hk => hL k (by simp [hk])) (g.toMatrix *ᵥ x)
    have c1 := mul_le_mul_of_nonneg_left a1 (pow_nonneg (sub_nonneg.2 he) L.length)
    have c2 := mul_le_mul_of_nonneg_left a2
      (pow_nonneg (by linarith : (0 : ℝ) ≤ 1 + e) L.length)
    rw [sweep, ← Matrix.mulVec_mulVec, List.length_cons, pow_succ, pow_succ,
      mul_assoc, mul_assoc]
    exact ⟨c1.trans b1, b2.trans c2⟩
```

## (e) Total drift of the squared norm

For $0\le e\le1$, show that $\bigl|\|Ux\|^2-\|x\|^2\bigr|\le\bigl((1+e)^m-1\bigr)\|x\|^2$.

The upper bound in (d) limits an increase by exactly this amount. The lower bound limits a decrease by $\bigl(1-(1-e)^m\bigr)\|x\|^2$, so it remains to show that $1-(1-e)^m\le(1+e)^m-1$. Bernoulli's inequality gives

$$(1+e)^m\ge 1+me,\qquad (1-e)^m\ge 1-me,$$

and the sum is $(1+e)^m+(1-e)^m\ge2$, which is the required inequality rearranged.

When $me$ is small, the bound is close to $me\,\|x\|^2$. With an assumed $e=4\times10^{-16}$, of the order of double-precision rounding, and a million rotations, the relative drift of the squared norm due to the coefficients is at most about $4\times10^{-10}$. Products of such rotations occur in Jacobi diagonalisation and in orbital localisation by pairwise rotations. There each rotation mixes two vectors $p$ and $q$ of the current set. The coefficients of a final vector in the orthonormal starting set form a column of the product $G_1\cdots G_m$, which is a sweep with the list reversed, applied to a unit vector. For a real orbital in a finite orthonormal basis, the estimate limits the loss of normalisation caused by inexact $c$ and $s$. Applied to the sum and the difference of two orbitals, it would also limit the change of their overlap; that step is not carried out here. A program that measures $\delta_k$ should evaluate $c^2+s^2-1$ in higher precision than $c$ and $s$, since the defect is itself of the size of a rounding error.

In `sweep_drift`, `b1` and `b2` are Bernoulli's inequality for $e$ and $-e$, and `b3` is their sum.

```lean
/-- If `0 ≤ e ≤ 1` and all defects in a sweep of `m` rotations are at most `e` in magnitude, the
squared norm changes by at most `(1 + e)^m - 1` times its initial value. -/
theorem sweep_drift (L : List (PlaneRotation n)) {e : ℝ} (he0 : 0 ≤ e) (he : e ≤ 1)
    (hL : ∀ g ∈ L, |g.defect| ≤ e) (x : n → ℝ) :
    |sqNorm (sweep L *ᵥ x) - sqNorm x| ≤ ((1 + e) ^ L.length - 1) * sqNorm x := by
  obtain ⟨h1, h2⟩ := sweep_bounds L he hL x
  have hx : 0 ≤ sqNorm x := Finset.sum_nonneg fun i _ => sq_nonneg (x i)
  -- Bernoulli's inequality for `e` and for `-e`
  have b1 := one_add_mul_le_pow (by linarith : (-2 : ℝ) ≤ e) L.length
  have b2 := one_add_mul_le_pow (by linarith : (-2 : ℝ) ≤ -e) L.length
  rw [← sub_eq_add_neg] at b2
  have b3 : 2 ≤ (1 + e) ^ L.length + (1 - e) ^ L.length := by linarith
  have b4 := mul_le_mul_of_nonneg_right b3 hx
  rw [abs_le]
  constructor <;> linarith
```

## (f) No non-zero vector is annihilated

Let all defects satisfy $|\delta_k|\le e$ with $e<1$. Show that $x\ne0$ implies $Ux\neq0$.

If $x\ne0$, some component is non-zero and $\|x\|^2>0$. Since $1-e>0$, part (d) gives $\|Ux\|^2\ge(1-e)^m\|x\|^2>0$, so $Ux\ne0$. At $e=1$ the conclusion can fail: $c=s=0$ has defect $-1$ and sends every vector in the plane to zero.

The proof of `sweep_ne_zero` runs in the opposite direction. From $Ux=0$ it obtains $\|x\|^2\le0$, and each $x_i^2$ is at most $\|x\|^2$, so every component vanishes.

```lean
/-- If all defects are at most `e < 1` in magnitude, a sweep sends every nonzero vector
to a nonzero vector. -/
theorem sweep_ne_zero (L : List (PlaneRotation n)) {e : ℝ} (he : e < 1)
    (hL : ∀ g ∈ L, |g.defect| ≤ e) {x : n → ℝ} (hx : x ≠ 0) : sweep L *ᵥ x ≠ 0 := by
  intro h
  apply hx
  have h1 := (sweep_bounds L he.le hL x).1
  have h0 : sqNorm (0 : n → ℝ) = 0 := by simp [sqNorm]
  rw [h, h0] at h1
  have hN : sqNorm x ≤ 0 := by
    by_contra hc
    have := mul_pos (pow_pos (sub_pos.2 he) L.length) (not_le.1 hc)
    linarith
  funext i
  have hi : x i ^ 2 ≤ sqNorm x :=
    Finset.single_le_sum (f := fun i => x i ^ 2) (fun j _ => sq_nonneg (x j))
      (Finset.mem_univ i)
  exact pow_eq_zero_iff (two_ne_zero) |>.1 (le_antisymm (hi.trans hN) (sq_nonneg (x i)))
```

## (g) Repeated rotation of a vector in its plane

Let $x_i=0$ for all $i\ne p,q$, and apply the same rotation $G$ to $x$ a total of $m$ times. Show that $\|G^mx\|^2=(1+\delta)^m\|x\|^2$.

For $m=0$ nothing happens. For such a vector the plane contains all the weight, $w=\|x\|^2$, and (b) becomes $\|Gx\|^2=(1+\delta)\|x\|^2$. By (a), the components of $Gx$ outside the plane are still zero, so the same argument applies to $Gx$ and each further step contributes another factor $1+\delta$.

Choosing $\delta=e$ or $\delta=-e$, with $0\le e\le1$ and $x\neq0$, turns the upper or the lower bound of (d) into an equality. For a vector in the rotation plane, a systematic error in one repeated rotation can therefore produce the full drift that the bounds of (d) allow.

In `sweep_replicate` the sweep is `List.replicate m g`. The statement `hN` says that the plane holds the whole squared norm, and `hG` says that the rotated vector stays in the plane, which is what the induction needs.

```lean
/-- Repeating one rounded rotation `m` times on a vector lying in its plane multiplies the
squared norm by exactly `(1 + defect)^m`. -/
theorem sweep_replicate (g : PlaneRotation n) (m : ℕ) (x : n → ℝ)
    (hx : ∀ i, i ≠ g.p → i ≠ g.q → x i = 0) :
    sqNorm (sweep (List.replicate m g) *ᵥ x) = (1 + g.defect) ^ m * sqNorm x := by
  induction m generalizing x with
  | zero => simp [sweep]
  | succ m ih =>
    have hN : x g.p ^ 2 + x g.q ^ 2 = sqNorm x := by
      have h := Finset.sum_subset (f := fun i => x i ^ 2)
        (Finset.subset_univ {g.p, g.q}) (fun i _ hi => by
          simp only [Finset.mem_insert, Finset.mem_singleton, not_or] at hi
          simp [hx i hi.1 hi.2])
      rw [Finset.sum_pair g.ne] at h
      exact h
    -- the rotated vector stays in the plane
    have hG : ∀ i, i ≠ g.p → i ≠ g.q → (g.toMatrix *ᵥ x) i = 0 := fun i hp hq => by
      rw [(rotation_components g x).2.2 i hp hq, hx i hp hq]
    rw [List.replicate_succ, sweep, ← Matrix.mulVec_mulVec, ih _ hG, sqNorm_rotation, hN]
    ring

end

end GivensSweepRounding
```

```lean
#print axioms GivensSweepRounding.sweep_bounds
#print axioms GivensSweepRounding.sweep_drift
#print axioms GivensSweepRounding.sweep_ne_zero
#print axioms GivensSweepRounding.sweep_replicate
```

```
'GivensSweepRounding.sweep_bounds' depends on axioms: [propext, Classical.choice, Quot.sound]
'GivensSweepRounding.sweep_drift' depends on axioms: [propext, Classical.choice, Quot.sound]
'GivensSweepRounding.sweep_ne_zero' depends on axioms: [propext, Classical.choice, Quot.sound]
'GivensSweepRounding.sweep_replicate' depends on axioms: [propext, Classical.choice, Quot.sound]
```
